# The infinite sinc first-derivative matrix squares to the second-derivative matrix

On an infinite, equally spaced grid, applying the sinc first-derivative matrix twice gives the sinc second-derivative matrix, entry by entry, and each sum over intermediate nodes converges absolutely.

The physical question concerns a particle on a line whose wavefunction is represented by its values at grid points. Momentum needs a first derivative and kinetic energy a second. Do the two matrices respect T = p²/2M, where M is the mass?

## Sinc functions on a grid of unit spacing

Lengths are in units of the grid spacing, so the nodes are the integers. The basis function at node k is s(x − k), where s(x) = sin(πx)/(πx) and s(0) = 1. In Lean, s is `cardinal`.

```lean
import Mathlib

open Filter Topology
open scoped Real

namespace SincDVR

noncomputable section

/-- The cardinal sine `sin(πx)/(πx)`, with value 1 at the origin; `x` is in units of the
grid spacing. -/
def cardinal (x : ℝ) : ℝ := if x = 0 then 1 else Real.sin (π * x) / (π * x)
```

The next three definitions are closed forms, to be matched with derivatives and sums below: a function `cardinalSlope` on the real line, and two sequences on the integers. The first sequence is d(0) = 0 and d(m) = (−1)^m/m otherwise. The second, `d2`, is a separate sequence and not the square of d.

```lean
/-- The closed form of the slope of the cardinal sine, with value 0 at the origin. -/
def cardinalSlope (x : ℝ) : ℝ :=
  if x = 0 then 0 else Real.cos (π * x) / x - Real.sin (π * x) / (π * x ^ 2)

/-- The sequence `d(0) = 0`, `d(m) = (-1)^m / m` for nonzero `m`. -/
def d (m : ℤ) : ℝ := if m = 0 then 0 else (-1 : ℝ) ^ m / m

/-- The sequence with value `-π²/3` at zero and `-2 (-1)^m / m²` at nonzero `m`. -/
def d2 (m : ℤ) : ℝ := if m = 0 then -π ^ 2 / 3 else -2 * (-1 : ℝ) ^ m / (m : ℝ) ^ 2
```

The matrices D₁ (`firstDeriv`) and D₂ (`secondDeriv`) have integer row and column indices. Their entries are defined as true derivatives: row j is the node of evaluation, column k the centre of the basis function.

```lean
/-- First-derivative matrix: the slope at node `j` of the sinc function centred at node `k`. -/
def firstDeriv : Matrix ℤ ℤ ℝ := fun j k => deriv (fun x : ℝ => cardinal (x - k)) j

/-- Second-derivative matrix: the second derivative at node `j` of the sinc function centred
at node `k`. -/
def secondDeriv : Matrix ℤ ℤ ℝ := fun j k => deriv (deriv fun x : ℝ => cardinal (x - k)) j
```

## (a) Differentiating the two waves

Show that

(sin πx)′ = π cos πx,  (cos πx)′ = −π sin πx.

Both follow from the chain rule with inner derivative π.

```lean
/-- The derivatives of `sin(πx)` and `cos(πx)`. -/
theorem hasDerivAt_waves (x : ℝ) :
    HasDerivAt (fun y : ℝ => Real.sin (π * y)) (π * Real.cos (π * x)) x ∧
    HasDerivAt (fun y : ℝ => Real.cos (π * y)) (-(π * Real.sin (π * x))) x :=
  ⟨((hasDerivAt_id' x).const_mul π).sin.congr_deriv (by ring),
    ((hasDerivAt_id' x).const_mul π).cos.congr_deriv (by ring)⟩
```

## (b) The slope of the cardinal sine

Show that s is differentiable everywhere, with s′(0) = 0 and, for x ≠ 0,

s′(x) = cos(πx)/x − sin(πx)/(πx²).

Away from the origin, the quotient rule gives

[π cos(πx) · πx − π sin(πx)]/(πx)²,

which simplifies to the target. At the origin the difference quotient is

(s(t) − 1)/t = (sin πt − πt)/(πt²).

Numerator and denominator both vanish at t = 0. L'Hôpital's rule leads to (cos πt − 1)/(2t), which is half the difference quotient of cos πx at 0 and tends to 0.

The proof splits into the same two cases. `HasDerivAt.lhopital_zero_nhdsNE` supplies l'Hôpital's rule, and part (a) the remaining limit.

```lean
/-- The cardinal sine is differentiable everywhere, the origin included, with slope
`cardinalSlope`. -/
theorem hasDerivAt_cardinal (x : ℝ) : HasDerivAt cardinal (cardinalSlope x) x := by
  have hπ := Real.pi_ne_zero
  by_cases hx : x = 0
  · -- at the origin the limit of the difference quotient is found by l'Hôpital's rule
    rw [hx, show cardinalSlope 0 = 0 by simp [cardinalSlope], hasDerivAt_iff_tendsto_slope_zero]
    have hl : Tendsto (fun t : ℝ => (Real.sin (π * t) - π * t) / (π * t ^ 2))
        (𝓝[≠] 0) (𝓝 0) := by
      refine HasDerivAt.lhopital_zero_nhdsNE (f' := fun t => π * Real.cos (π * t) - π)
        (g' := fun t => 2 * π * t) (.of_forall fun t => ?_) (.of_forall fun t => ?_) ?_ ?_ ?_ ?_
      · exact ((hasDerivAt_waves t).1.fun_sub ((hasDerivAt_id' t).const_mul π)).congr_deriv
          (by ring)
      · exact ((hasDerivAt_pow 2 t).const_mul π).congr_deriv (by norm_num; ring)
      · filter_upwards [self_mem_nhdsWithin] with t ht
        exact mul_ne_zero (mul_ne_zero two_ne_zero hπ) ht
      · exact (Continuous.tendsto' (by fun_prop) 0 0 (by simp)).mono_left nhdsWithin_le_nhds
      · exact (Continuous.tendsto' (by fun_prop) 0 0 (by simp)).mono_left nhdsWithin_le_nhds
      · have h := (hasDerivAt_iff_tendsto_slope_zero.1 (hasDerivAt_waves 0).2).const_mul (1 / 2 : ℝ)
        rw [show (1 / 2 : ℝ) * -(π * Real.sin (π * 0)) = 0 by simp] at h
        refine h.congr' ?_
        filter_upwards [self_mem_nhdsWithin] with t ht
        have ht' : t ≠ 0 := ht
        simp only [zero_add, mul_zero, Real.cos_zero, smul_eq_mul]
        field_simp
    refine hl.congr' ?_
    filter_upwards [self_mem_nhdsWithin] with t ht
    have ht' : t ≠ 0 := ht
    simp only [cardinal, zero_add, ht', ↓reduceIte, smul_eq_mul]
    field_simp
  · have h := (hasDerivAt_waves x).1.fun_div ((hasDerivAt_id' x).const_mul π) (mul_ne_zero hπ hx)
    refine (h.congr_deriv ?_).congr_of_eventuallyEq ?_
    · simp only [cardinalSlope, if_neg hx]
      field_simp
    · filter_upwards [isOpen_ne.mem_nhds hx] with y hy
      exact if_neg hy
```

## (c) The slope at the nodes

Show that, for every integer m,

s′(m) = d(m).

For m = 0 both sides are 0. Otherwise sin πm = 0 and cos πm = (−1)^m, so only the first term of (b) survives.

```lean
/-- At the integer `m` the function `cardinalSlope` has the value `d(m)`. -/
theorem cardinalSlope_int (m : ℤ) : cardinalSlope m = d m := by
  by_cases hm : m = 0
  · simp [hm, cardinalSlope, d]
  · have hx : (m : ℝ) ≠ 0 := Int.cast_ne_zero.2 hm
    simp only [cardinalSlope, d, if_neg hx, if_neg hm, mul_comm π (m : ℝ),
      Real.sin_int_mul_pi, Real.cos_int_mul_pi, zero_div, sub_zero]
```

## (d) The second derivative at the nodes

Show that s″(m) = d2(m), that is,

s″(0) = −π²/3,  s″(m) = −2(−1)^m/m² for m ≠ 0.

For x ≠ 0, differentiating (b) gives

s″(x) = −π sin(πx)/x − 2 cos(πx)/x² + 2 sin(πx)/(πx³).

At a nonzero integer the sines vanish and the middle term is the answer. At the origin,

s′(t)/t = (πt cos πt − sin πt)/(πt³).

L'Hôpital's rule turns this into −π² t sin(πt)/(3πt²) = −π sin(πt)/(3t), which tends to −π²/3. Lean again obtains this last limit from the derivative in (a).

```lean
/-- At the integer `m` the function `cardinalSlope` has the derivative `d2(m)`. -/
theorem hasDerivAt_cardinalSlope_int (m : ℤ) : HasDerivAt cardinalSlope (d2 m) m := by
  have hπ := Real.pi_ne_zero
  by_cases hm : m = 0
  · rw [hm, Int.cast_zero, show d2 0 = -π ^ 2 / 3 by simp [d2], hasDerivAt_iff_tendsto_slope_zero]
    have hl : Tendsto (fun t : ℝ => (π * t * Real.cos (π * t) - Real.sin (π * t)) / (π * t ^ 3))
        (𝓝[≠] 0) (𝓝 (-π ^ 2 / 3)) := by
      refine HasDerivAt.lhopital_zero_nhdsNE (f' := fun t => -(π ^ 2 * t * Real.sin (π * t)))
        (g' := fun t => 3 * π * t ^ 2) (.of_forall fun t => ?_) (.of_forall fun t => ?_) ?_ ?_ ?_ ?_
      · exact ((((hasDerivAt_id' t).const_mul π).fun_mul (hasDerivAt_waves t).2).fun_sub
          (hasDerivAt_waves t).1).congr_deriv (by ring)
      · exact ((hasDerivAt_pow 3 t).const_mul π).congr_deriv (by norm_num; ring)
      · filter_upwards [self_mem_nhdsWithin] with t ht
        exact mul_ne_zero (mul_ne_zero three_ne_zero hπ) (pow_ne_zero 2 ht)
      · exact (Continuous.tendsto' (by fun_prop) 0 0 (by simp)).mono_left nhdsWithin_le_nhds
      · exact (Continuous.tendsto' (by fun_prop) 0 0 (by simp)).mono_left nhdsWithin_le_nhds
      · have h := (hasDerivAt_iff_tendsto_slope_zero.1 (hasDerivAt_waves 0).1).const_mul (-π / 3)
        rw [show -π / 3 * (π * Real.cos (π * 0)) = -π ^ 2 / 3 by
          rw [mul_zero, Real.cos_zero]; ring] at h
        refine h.congr' ?_
        filter_upwards [self_mem_nhdsWithin] with t ht
        have ht' : t ≠ 0 := ht
        simp only [zero_add, mul_zero, Real.sin_zero, sub_zero, smul_eq_mul]
        field_simp
    refine hl.congr' ?_
    filter_upwards [self_mem_nhdsWithin] with t ht
    have ht' : t ≠ 0 := ht
    simp only [cardinalSlope, zero_add, ht', ↓reduceIte, smul_eq_mul, sub_zero]
    field_simp
  · have hx : (m : ℝ) ≠ 0 := Int.cast_ne_zero.2 hm
    have h := ((hasDerivAt_waves m).2.fun_div (hasDerivAt_id' (m : ℝ)) hx).fun_sub
      ((hasDerivAt_waves m).1.fun_div ((hasDerivAt_pow 2 (m : ℝ)).const_mul π)
        (mul_ne_zero hπ (pow_ne_zero 2 hx)))
    refine (h.congr_deriv ?_).congr_of_eventuallyEq ?_
    · simp only [d2, if_neg hm, mul_comm π (m : ℝ), Real.sin_int_mul_pi, Real.cos_int_mul_pi,
        mul_zero, zero_mul, neg_zero, sub_zero, zero_sub, mul_one]
      generalize (-1 : ℝ) ^ m = s
      field_simp <;> ring
    · filter_upwards [isOpen_ne.mem_nhds hx] with y hy
      exact if_neg hy
```

## (e) A sum of shifted reciprocals

Reading 1/0 as 0, which is also Lean's convention, show that for every integer m

Σ_l [1/l − 1/(l − m)] = 0,

with l running over all integers.

Take m = 1. The terms l = 0 and l = 1 are each 1, and those with l ≥ 2 telescope to −1, so the half-line l ≥ 0 contributes 1. The half-line l ≤ −1 telescopes to −1. The total is 0.

Replacing l by l − c gives the same result for 1/(l − c) − 1/(l − c − 1). Adding these sums for c = 0, …, m − 1 settles positive m; subtracting unit shifts settles negative m. For m = 0 every term is zero.

In the proof, `A` is the telescoping series, `B` joins the half-lines, the local fact `s` (not the sinc function) shifts the unit step, and `Int.induction_on` accumulates the steps.

```lean
/-- The differences `1/l - 1/(l-m)` sum to zero over all integers `l`, where the reciprocal
of zero is counted as zero. -/
theorem hasSum_inv_sub_shift (m : ℤ) :
    HasSum (fun l : ℤ => (l : ℝ)⁻¹ - ((l - m : ℤ) : ℝ)⁻¹) 0 := by
  have A : HasSum (fun n : ℕ => 1 / ((n : ℝ) + 1) - 1 / ((n : ℝ) + 2)) 1 := by
    have hp : ∀ N : ℕ, ∑ n ∈ Finset.range N, (1 / ((n : ℝ) + 1) - 1 / ((n : ℝ) + 2))
        = 1 - 1 / ((N : ℝ) + 1) := by
      intro N
      induction N with
      | zero => simp
      | succ n ih => rw [Finset.sum_range_succ, ih]; push_cast; ring
    rw [hasSum_iff_tendsto_nat_of_nonneg (fun n => sub_nonneg.2
      (one_div_le_one_div_of_le (by positivity) (by linarith)))]
    simpa only [hp, sub_zero] using
      (tendsto_one_div_add_atTop_nhds_zero_nat (𝕜 := ℝ)).const_sub (1 : ℝ)
  have A' : HasSum (fun n : ℕ => 1 / ((n : ℝ) + 2) - 1 / ((n : ℝ) + 1)) (-1) := by
    simpa using A.neg
  -- unit shift: the two half-lines contribute 1 and -1
  have B : HasSum (fun l : ℤ => (l : ℝ)⁻¹ - ((l - 1 : ℤ) : ℝ)⁻¹) 0 := by
    have h1 : HasSum (fun n : ℕ => ((n : ℤ) : ℝ)⁻¹ - (((n : ℤ) - 1 : ℤ) : ℝ)⁻¹) 1 := by
      rw [← hasSum_nat_add_iff' 2]
      convert A' using 1
      · rfl
      · ext n
        push_cast
        ring
      · norm_num [Finset.sum_range_succ]
    have h2 : HasSum (fun n : ℕ => ((-((n : ℤ) + 1) : ℤ) : ℝ)⁻¹
        - ((-((n : ℤ) + 1) - 1 : ℤ) : ℝ)⁻¹) (-1) := by
      convert A' using 1
      ext n
      have e1 : ((-((n : ℤ) + 1) : ℤ) : ℝ) = -((n : ℝ) + 1) := by push_cast <;> ring
      have e2 : ((-((n : ℤ) + 1) - 1 : ℤ) : ℝ) = -((n : ℝ) + 2) := by push_cast <;> ring
      rw [e1, e2, inv_neg, inv_neg]
      ring
    have h := HasSum.of_nat_of_neg_add_one
      (f := fun l : ℤ => (l : ℝ)⁻¹ - ((l - 1 : ℤ) : ℝ)⁻¹) h1 h2
    rwa [show (1 : ℝ) + -1 = 0 by norm_num] at h
  have s : ∀ c : ℤ, HasSum (fun l : ℤ => ((l - c : ℤ) : ℝ)⁻¹ - ((l - c - 1 : ℤ) : ℝ)⁻¹) 0 := by
    intro c
    have h := (Equiv.subRight c).hasSum_iff.2 B
    exact h
  -- a general shift is a succession of unit shifts
  refine Int.induction_on m ?_ ?_ ?_
  · simp only [sub_zero, sub_self]
    exact hasSum_zero
  · intro n ih
    have h := ih.add (s n)
    rw [add_zero] at h
    convert h using 1
    ext l
    push_cast
    ring
  · intro n ih
    have h := ih.sub (s (-n - 1))
    rw [sub_zero] at h
    convert h using 1
    · rfl
    ext l
    push_cast
    ring
```

## (f) The convolution of d with itself

Show that the following sum converges absolutely for every integer m, with the stated value:

Σ_l d(l) d(m − l) = −π²/3 if m = 0, and −2(−1)^m/m² otherwise.

The signs combine to (−1)^m. Terms with l = 0 or l = m vanish; the others are (−1)^m/[l(m − l)].

For m = 0 the sum is −Σ 1/l² over nonzero l, or −2 · π²/6. For m ≠ 0, partial fractions give

1/[l(m − l)] = (1/m)[1/l − 1/(l − m)].

By (e), the right-hand side sums to zero over all l. That sum, however, includes 1/m² at l = 0 and again at l = m, where the true terms are zero. Removing both leaves −2/m², times (−1)^m.

In Lean, `hdd` collects the signs, `hasSum_zeta_two` is the Basel sum, and two `hasSum_ite_eq` terms make the corrections. `HasSum` means convergence independent of the order of summation, which for real numbers implies absolute convergence.

```lean
/-- For every integer `m` the sum of `d(l) d(m-l)` over all integers `l` converges absolutely,
with value `-π²/3` if `m = 0` and `-2 (-1)^m / m²` otherwise. -/
theorem hasSum_d_mul_d (m : ℤ) :
    Summable (fun l : ℤ => |d l * d (m - l)|) ∧
    HasSum (fun l : ℤ => d l * d (m - l))
      (if m = 0 then -π ^ 2 / 3 else -2 * (-1 : ℝ) ^ m / (m : ℝ) ^ 2) := by
  have hd : ∀ l : ℤ, d l = (-1 : ℝ) ^ l * (l : ℝ)⁻¹ := by
    intro l
    by_cases hl : l = 0
    · simp [hl, d]
    · simp only [d, if_neg hl, div_eq_mul_inv]
  -- the alternating signs combine to a common factor
  have hdd : ∀ l : ℤ, d l * d (m - l) = (-1 : ℝ) ^ m * ((l : ℝ)⁻¹ * ((m - l : ℤ) : ℝ)⁻¹) := by
    intro l
    have e : (-1 : ℝ) ^ m = (-1 : ℝ) ^ l * (-1 : ℝ) ^ (m - l) := by
      rw [← zpow_add₀ (by norm_num : (-1 : ℝ) ≠ 0), add_sub_cancel]
    rw [hd, hd, e]
    ring
  suffices h : HasSum (fun l : ℤ => d l * d (m - l))
      (if m = 0 then -π ^ 2 / 3 else -2 * (-1 : ℝ) ^ m / (m : ℝ) ^ 2) from ⟨h.summable.abs, h⟩
  simp only [hdd]
  by_cases hm : m = 0
  · -- the Basel sum over both signs of `l`
    have z := hasSum_zeta_two.neg
    have h := HasSum.of_nat_of_neg (f := fun l : ℤ => -(1 / (l : ℝ) ^ 2))
      (by simpa using z) (by simpa using z)
    rw [if_pos hm]
    convert h using 1
    · rfl
    · ext l
      rw [hm, zpow_zero, zero_sub, Int.cast_neg, inv_neg]
      ring
    · simp only [Int.cast_zero]
      ring
  · -- partial fractions, corrected at `l = 0` and `l = m`
    have hx : (m : ℝ) ≠ 0 := Int.cast_ne_zero.2 hm
    have h := (((hasSum_inv_sub_shift m).mul_left (1 / (m : ℝ))).sub
      ((hasSum_ite_eq (0 : ℤ) (1 / (m : ℝ) ^ 2)).add
        (hasSum_ite_eq m (1 / (m : ℝ) ^ 2)))).mul_left ((-1 : ℝ) ^ m)
    rw [if_neg hm]
    convert h using 1
    · rfl
    · ext l
      congr 1
      by_cases h0 : l = 0
      · rw [h0]
        simp only [↓reduceIte, Ne.symm hm, Int.cast_zero, zero_sub, Int.cast_neg, inv_neg,
          inv_zero, zero_mul, neg_neg, add_zero]
        ring
      · by_cases h1 : l = m
        · rw [h1]
          simp only [↓reduceIte, hm, sub_self, Int.cast_zero, inv_zero, mul_zero, sub_zero,
            zero_add]
          ring
        · have hl : (l : ℝ) ≠ 0 := Int.cast_ne_zero.2 h0
          have hml : (m : ℝ) - l ≠ 0 := sub_ne_zero.2 fun e => h1 (Int.cast_injective e).symm
          simp only [h0, h1, ↓reduceIte]
          push_cast
          rw [show (l : ℝ) - m = -((m : ℝ) - l) by ring, inv_neg]
          field_simp <;> ring
    · ring
```

## (g) The matrix entries

Show that

D₁(j,k) = d(j − k),  D₂(j,k) = d2(j − k).

Shifting the centre to k only shifts the argument, so the entries are s′(j − k) and s″(j − k). Parts (c) and (d) finish the task.

```lean
/-- The entries of the first- and second-derivative matrices are `d(j-k)` and `d2(j-k)`. -/
theorem deriv_entries (j k : ℤ) :
    firstDeriv j k = d (j - k) ∧ secondDeriv j k = d2 (j - k) := by
  have e : deriv (fun x : ℝ => cardinal (x - k)) = fun x : ℝ => cardinalSlope (x - k) :=
    funext fun x => (HasDerivAt.comp_sub_const x (k : ℝ) (hasDerivAt_cardinal _)).deriv
  constructor
  · rw [← cardinalSlope_int, Int.cast_sub]
    exact congrFun e j
  · have h := hasDerivAt_cardinalSlope_int (j - k)
    rw [Int.cast_sub] at h
    unfold secondDeriv
    rw [e]
    exact (HasDerivAt.comp_sub_const (j : ℝ) (k : ℝ) h).deriv
```

## (h) Squaring the matrix

Show that, for all integers j and k,

Σ_l D₁(j,l) D₁(l,k) = D₂(j,k).

By (g) the summand is d(j − l) d(l − k). Put n = l − k and m = j − k; it becomes d(m − n) d(n), and (f) gives d2(m). `Equiv.subRight k` performs this shift. The matrix product is written as a `HasSum` over all nodes because the index set is infinite.

```lean
/-- The infinite sinc first-derivative matrix squares to the second-derivative matrix: the
sum over all intermediate nodes `l` converges to the `(j, k)` entry of the latter. -/
theorem firstDeriv_sq (j k : ℤ) :
    HasSum (fun l : ℤ => firstDeriv j l * firstDeriv l k) (secondDeriv j k) := by
  rw [(deriv_entries j k).2, d2]
  -- shift the summation index by `k`
  have h := (Equiv.subRight k).hasSum_iff.2 (hasSum_d_mul_d (j - k)).2
  convert h using 1
  ext l
  simp only [Function.comp_apply, Equiv.subRight_apply]
  rw [(deriv_entries j l).1, (deriv_entries l k).1, sub_sub_sub_cancel_right, mul_comm]

end

end SincDVR
```

```lean
#print axioms SincDVR.firstDeriv_sq
-- 'SincDVR.firstDeriv_sq' depends on axioms: [propext, Classical.choice, Quot.sound]
```

## The kinetic-energy matrix on a finite grid

With grid spacing h, the momentum matrix is −iħD₁/h and the kinetic-energy matrix is T = −ħ²D₂/(2Mh²). A sinc DVR (discrete variable representation) program for a particle on a line fills in

T(j,j) = ħ²π²/(6Mh²),  T(j,k) = ħ²(−1)^(j−k)/[Mh²(j − k)²] for j ≠ k,

and adds the potential at each node to the diagonal. On the infinite grid this T is exactly the square of the momentum matrix divided by 2M.

A computation keeps finitely many nodes, and the theorems say nothing about that truncation. The smallest case shows its effect: with one node, the truncated D₁ is the number 0 and so is its square, while the truncated D₂ is −π²/3. All the intermediate nodes that supplied this value have been removed.
